# A zero-thickness sheet overestimates the bare Coulomb repulsion in a uniform slab, by at most 2πd/3 at every wavevector q > 0

**Q:** Replace a layer of thickness d by a flat sheet, trust that thickness stops mattering at long wavelength, and the repulsion comes out too large by an amount that does not vanish as q → 0. That is your claim. What exactly is being compared?

**A:** Two unit charges, in Gaussian units, at in-plane wavevector of magnitude q > 0 and vertical separation z. They repel with

(2π/q) exp(-q|z|),

which is the in-plane Fourier transform of 1/r. The sheet has z = 0 and gives 2π/q. In the slab, z and z' instead denote the depths of the two charges, independent and uniform on [0, d]. Their separation is z - z', so the exponential is replaced by F, the mean of exp(-q|z - z'|).

In Lean 4 with Mathlib:

```lean
import Mathlib

open Filter Topology

namespace SlabScreening

noncomputable section

/-- Mean of `exp (-q |z - z'|)` over two depths `z, z'` in a slab of thickness `d`,
for `d > 0`. -/
def formFactor (q d : ℝ) : ℝ :=
  (∫ z in (0:ℝ)..d, ∫ z' in (0:ℝ)..d, Real.exp (-q * |z - z'|)) / d ^ 2
```

**Q:** So `formFactor` is the integral itself, not the closed formula under another name?

**A:** Yes. It is the double integral divided by d², and the formula is a theorem. The interaction is handled the same way: `layerCoulomb` is the kernel above, taken as a definition, and `slabCoulomb` is its average over both depths. Despite the namespace name `SlabScreening`, no dielectric screening enters.

```lean
/-- Coulomb repulsion of two unit charges (Gaussian units) at in-plane wavevector `q > 0`
and vertical separation `z`. -/
def layerCoulomb (q z : ℝ) : ℝ := 2 * Real.pi / q * Real.exp (-q * |z|)

/-- Coulomb repulsion at in-plane wavevector `q > 0`, averaged over the depths of both charges
in a slab of thickness `d > 0`. -/
def slabCoulomb (q d : ℝ) : ℝ :=
  (∫ z in (0:ℝ)..d, ∫ z' in (0:ℝ)..d, layerCoulomb q (z - z')) / d ^ 2
```

**Q:** The absolute value has a kink at z' = z. How do you integrate across it?

**A:** Split there. For 0 ≤ z ≤ d, the charge below and the charge above contribute

∫₀ᶻ exp(-q(z - z')) dz' = (1 - exp(-qz))/q

∫_z^d exp(-q(z' - z)) dz' = (1 - exp(-q(d - z)))/q

and the sum is the depth profile

(2 - exp(-qz) - exp(-q(d - z)))/q.

In the code, `below` and `above` are these two integrals. Each removes the absolute value on its own side and applies the fundamental theorem of calculus to an explicit antiderivative.

```lean
/-- For `q > 0`, the kernel `exp (-q |z - z'|)` integrated over the slab, seen from a depth `z`
inside it. -/
theorem depth_profile {q d z : ℝ} (hq : 0 < q) (h0 : 0 ≤ z) (hz : z ≤ d) :
    ∫ z' in (0:ℝ)..d, Real.exp (-q * |z - z'|)
      = (2 - Real.exp (-q * z) - Real.exp (-q * (d - z))) / q := by
  have hcont : Continuous (fun t : ℝ => Real.exp (-q * |z - t|)) :=
    Real.continuous_exp.comp (continuous_const.mul (continuous_const.sub continuous_id).abs)
  -- charge below the depth z
  have below : ∫ t in (0:ℝ)..z, Real.exp (-q * |z - t|) = (1 - Real.exp (-q * z)) / q := by
    have h : ∀ t ∈ Set.uIcc 0 z, HasDerivAt (fun t => Real.exp (-q * (z - t)) / q)
        (Real.exp (-q * |z - t|)) t := by
      intro t ht
      rw [Set.uIcc_of_le h0] at ht
      rw [abs_of_nonneg (sub_nonneg.2 ht.2)]
      exact ((((hasDerivAt_id' t).const_sub z).const_mul (-q)).exp.div_const q).congr_deriv
        (by rw [div_eq_iff hq.ne']; ring)
    rw [intervalIntegral.integral_eq_sub_of_hasDerivAt h (hcont.intervalIntegrable _ _)]
    simp only [sub_self, mul_zero, Real.exp_zero, sub_zero]
    ring
  -- charge above the depth z
  have above : ∫ t in z..d, Real.exp (-q * |z - t|) = (1 - Real.exp (-q * (d - z))) / q := by
    have h : ∀ t ∈ Set.uIcc z d, HasDerivAt (fun t => Real.exp (-q * (t - z)) / (-q))
        (Real.exp (-q * |z - t|)) t := by
      intro t ht
      rw [Set.uIcc_of_le hz] at ht
      rw [abs_sub_comm, abs_of_nonneg (sub_nonneg.2 ht.1)]
      exact ((((hasDerivAt_id' t).sub_const z).const_mul (-q)).exp.div_const (-q)).congr_deriv
        (by rw [div_eq_iff (neg_ne_zero.2 hq.ne')]; ring)
    rw [intervalIntegral.integral_eq_sub_of_hasDerivAt h (hcont.intervalIntegrable _ _)]
    simp only [sub_self, mul_zero, Real.exp_zero, div_neg]
    ring
  rw [← intervalIntegral.integral_add_adjacent_intervals (hcont.intervalIntegrable 0 z)
    (hcont.intervalIntegrable z d), below, above]
  ring
```

**Q:** And the outer integral?

**A:** An antiderivative of the profile in z is

(2z + exp(-qz)/q - exp(-q(d - z))/q)/q.

Its value at d minus its value at 0 is 2(qd - 1 + exp(-qd))/q². Dividing by d² and writing x = qd gives

F = 2(x - 1 + exp(-x))/x².

The proof substitutes the profile under the outer integral (`h1`), checks the antiderivative by differentiation (`h2`), and leaves the final algebra to `field_simp` and `ring`.

```lean
/-- Closed form of the slab form factor for `q, d > 0`. -/
theorem formFactor_eq {q d : ℝ} (hq : 0 < q) (hd : 0 < d) :
    formFactor q d = 2 * (q * d - 1 + Real.exp (-(q * d))) / (q * d) ^ 2 := by
  have h1 : (∫ z in (0:ℝ)..d, ∫ z' in (0:ℝ)..d, Real.exp (-q * |z - z'|))
      = ∫ z in (0:ℝ)..d, (2 - Real.exp (-q * z) - Real.exp (-q * (d - z))) / q :=
    intervalIntegral.integral_congr (fun z hz => by
      rw [Set.uIcc_of_le hd.le] at hz
      exact depth_profile hq hz.1 hz.2)
  -- antiderivative of the depth profile
  have h2 : ∀ z ∈ Set.uIcc 0 d, HasDerivAt
      (fun z => (2 * z + Real.exp (-q * z) / q - Real.exp (-q * (d - z)) / q) / q)
      ((2 - Real.exp (-q * z) - Real.exp (-q * (d - z))) / q) z := by
    intro z _
    have a := ((hasDerivAt_id' z).const_mul (-q)).exp.div_const q
    have b := (((hasDerivAt_id' z).const_sub d).const_mul (-q)).exp.div_const q
    refine (((((hasDerivAt_id' z).const_mul 2).fun_add a).fun_sub b).div_const q).congr_deriv ?_
    linear_combination (-(Real.exp (-q * z) + Real.exp (-q * (d - z))) / q) *
      (mul_inv_cancel₀ hq.ne')
  rw [formFactor, h1, intervalIntegral.integral_eq_sub_of_hasDerivAt h2
    (Continuous.intervalIntegrable (by fun_prop) _ _)]
  simp only [sub_self, mul_zero, sub_zero, neg_mul, Real.exp_zero]
  generalize Real.exp (-(q * d)) = E
  field_simp
  ring
```

**Q:** At small x that numerator nearly cancels. How do you get bounds for every x > 0, and not just an expansion?

**A:** By trapping exp(-x) between Taylor polynomials. Start from exp(x) ≥ 1 + x + x²/2 and the identity

(1 + x + x²/2)(1 - x + x²/2) = 1 + x⁴/4.

If exp(-x) were at least 1 - x + x²/2, then 1 = exp(x) exp(-x) would be at least 1 + x⁴/4, which is false. Hence

exp(-x) < 1 - x + x²/2.

Now let

g(x) = exp(-x) - (1 - x + x²/2 - x³/6).

Then g(0) = 0 and g'(x) = 1 - x + x²/2 - exp(-x) > 0 for x > 0, so g ≥ 0. Next let

h(x) = 1 - x + x²/2 - x³/6 + x⁴/24 - exp(-x).

Here h(0) = 0 and h' = g ≥ 0, so h ≥ 0 as well. The monotonicity argument used twice is the lemma `nonneg_of_slope`.

```lean
/-- A differentiable function on ℝ that vanishes at zero and has nonnegative slope at positive
arguments is nonnegative at nonnegative arguments. -/
theorem nonneg_of_slope {f f' : ℝ → ℝ} (h : ∀ y, HasDerivAt f (f' y) y) (h0 : f 0 = 0)
    (hp : ∀ y, 0 < y → 0 ≤ f' y) {x : ℝ} (hx : 0 ≤ x) : 0 ≤ f x := by
  have hm : MonotoneOn f (Set.Ici 0) := monotoneOn_of_deriv_nonneg (convex_Ici 0)
    (fun y _ => (h y).continuousAt.continuousWithinAt)
    (fun y _ => (h y).differentiableAt.differentiableWithinAt)
    (fun y hy => by
      rw [interior_Ici] at hy
      rw [(h y).deriv]
      exact hp y hy)
  have h1 := hm (Set.mem_Ici.2 le_rfl) (Set.mem_Ici.2 hx) hx
  rwa [h0] at h1
```

The three bounds are then `quad`, `cubic` and the final `exact` step, in that order.

```lean
/-- For `x > 0`, `exp (-x)` lies strictly below its quadratic Taylor polynomial, above the cubic one
or equal to it, and below the quartic one or equal to it. -/
theorem exp_neg_bounds {x : ℝ} (hx : 0 < x) :
    Real.exp (-x) < 1 - x + x ^ 2 / 2 ∧
    1 - x + x ^ 2 / 2 - x ^ 3 / 6 ≤ Real.exp (-x) ∧
    Real.exp (-x) ≤ 1 - x + x ^ 2 / 2 - x ^ 3 / 6 + x ^ 4 / 24 := by
  have quad : ∀ y : ℝ, 0 < y → Real.exp (-y) < 1 - y + y ^ 2 / 2 := by
    intro y hy
    have h1 := Real.quadratic_le_exp_of_nonneg hy.le
    have h2 : Real.exp y * Real.exp (-y) = 1 := by rw [← Real.exp_add]; simp
    have h3 := mul_le_mul_of_nonneg_right h1 (Real.exp_pos (-y)).le
    have h4 : 0 < y ^ 4 := by positivity
    by_contra hc
    have h5 := mul_le_mul_of_nonneg_left (not_lt.1 hc)
      (by positivity : 0 ≤ 1 + y + y ^ 2 / 2)
    -- the product of the two quadratics is 1 + y^4/4
    have h6 : (1 + y + y ^ 2 / 2) * (1 - y + y ^ 2 / 2) = 1 + y ^ 4 / 4 := by ring
    linarith
  have hE : ∀ y : ℝ, HasDerivAt (fun t => Real.exp (-t)) (-Real.exp (-y)) y := fun y =>
    (hasDerivAt_id' y).fun_neg.exp.congr_deriv (by ring)
  have p2 : ∀ y : ℝ, HasDerivAt (fun t => t ^ 2) (2 * y) y := fun y => by
    simpa using hasDerivAt_pow 2 y
  have p3 : ∀ y : ℝ, HasDerivAt (fun t => t ^ 3) (3 * y ^ 2) y := fun y => by
    simpa using hasDerivAt_pow 3 y
  have p4 : ∀ y : ℝ, HasDerivAt (fun t => t ^ 4) (4 * y ^ 3) y := fun y => by
    simpa using hasDerivAt_pow 4 y
  have hP : ∀ y : ℝ, HasDerivAt (fun t => 1 - t + t ^ 2 / 2 - t ^ 3 / 6)
      (-1 + y - y ^ 2 / 2) y := fun y =>
    ((((hasDerivAt_id' y).const_sub 1).fun_add ((p2 y).div_const 2)).fun_sub
      ((p3 y).div_const 6)).congr_deriv (by ring)
  -- each bound is the integral of the previous one
  have cubic : ∀ y : ℝ, 0 ≤ y → 1 - y + y ^ 2 / 2 - y ^ 3 / 6 ≤ Real.exp (-y) := fun y hy =>
    sub_nonneg.1 (nonneg_of_slope (fun t => (hE t).fun_sub (hP t)) (by simp)
      (fun t ht => by linarith [quad t ht]) hy)
  refine ⟨quad x hx, cubic x hx.le, ?_⟩
  exact sub_nonneg.1 (nonneg_of_slope
    (fun t => ((hP t).fun_add ((p4 t).div_const 24)).fun_sub (hE t)) (by simp)
    (fun t ht => by linarith [cubic t ht.le]) hx.le)
```

**Q:** What do they say about F?

**A:** Insert them in the closed form. The quadratic bound gives F < 1, the cubic one gives F ≥ 1 - x/3, and the quartic one gives F ≤ 1 - x/3 + x²/12. The code multiplies through by x² > 0 and finishes with `linarith`.

```lean
/-- For `q, d > 0` the form factor is below one, at least `1 - qd/3`, and exceeds `1 - qd/3`
by at most `(qd)²/12`. -/
theorem formFactor_bounds {q d : ℝ} (hq : 0 < q) (hd : 0 < d) :
    1 - q * d / 3 ≤ formFactor q d ∧ formFactor q d < 1 ∧
    formFactor q d ≤ 1 - q * d / 3 + (q * d) ^ 2 / 12 := by
  have hx : 0 < q * d := mul_pos hq hd
  obtain ⟨h2, h3, h4⟩ := exp_neg_bounds hx
  rw [formFactor_eq hq hd]
  generalize q * d = x at *
  have hx2 : 0 < x ^ 2 := by positivity
  refine ⟨?_, ?_, ?_⟩
  · rw [le_div_iff₀ hx2]
    linarith
  · rw [div_lt_iff₀ hx2]
    linarith
  · rw [div_le_iff₀ hx2]
    linarith
```

**Q:** Give me numbers.

**A:** Take qd = 1. Then F = 2/e ≈ 0.736, between the bounds 2/3 ≈ 0.667 and 3/4 = 0.75. With q = d = 1 the sheet gives 2π ≈ 6.28 and the slab about 4.62. The excess is about 1.66, below 2π/3 ≈ 2.09.

**Q:** And the long-wavelength limit?

**A:** Rearranging the cubic and quartic bounds on F gives

d/3 - qd²/12 ≤ (1 - F)/q ≤ d/3.

Both sides tend to d/3 at fixed d, and the squeeze theorem does the rest. The notation `𝓝[>] 0` means that q approaches zero from above, as a wavevector magnitude must.

```lean
/-- For thickness `d > 0`, the form factor departs from one with slope `d/3` as `q` tends to zero
from above. -/
theorem formFactor_slope {d : ℝ} (hd : 0 < d) :
    Tendsto (fun q => (1 - formFactor q d) / q) (𝓝[>] 0) (𝓝 (d / 3)) := by
  have hlow : Tendsto (fun q : ℝ => d / 3 - q * d ^ 2 / 12) (𝓝[>] 0) (𝓝 (d / 3)) := by
    have hc : Continuous (fun q : ℝ => d / 3 - q * d ^ 2 / 12) := by fun_prop
    have h := (hc.tendsto 0).mono_left (nhdsWithin_le_nhds (s := Set.Ioi 0))
    simpa using h
  refine tendsto_of_tendsto_of_tendsto_of_le_of_le' hlow tendsto_const_nhds ?_ ?_
  · filter_upwards [self_mem_nhdsWithin] with q hq
    rw [le_div_iff₀ (Set.mem_Ioi.1 hq)]
    linarith [(formFactor_bounds (Set.mem_Ioi.1 hq) hd).2.2]
  · filter_upwards [self_mem_nhdsWithin] with q hq
    rw [div_le_iff₀ (Set.mem_Ioi.1 hq)]
    linarith [(formFactor_bounds (Set.mem_Ioi.1 hq) hd).1]
```

**Q:** That concerns F. I asked about the repulsion.

**A:** The factor 2π/q does not depend on depth, so it comes out of both integrals:

2π/q - (2π/q)F = 2π(1 - F)/q.

```lean
/-- The repulsion in a zero-thickness sheet minus that in the slab, expressed through the
form factor. -/
theorem sheet_sub_slab (q d : ℝ) :
    layerCoulomb q 0 - slabCoulomb q d = 2 * Real.pi * ((1 - formFactor q d) / q) := by
  simp only [slabCoulomb, layerCoulomb, formFactor, intervalIntegral.integral_const_mul,
    abs_zero, mul_zero, Real.exp_zero]
  ring
```

The bounds and the limit for (1 - F)/q therefore carry over, multiplied by 2π. The final theorem says that for every d > 0 and every q > 0 the excess of sheet over slab is strictly positive and at most 2πd/3, and that it tends to 2πd/3 as q → 0 from above.

```lean
/-- For thickness `d > 0`, the zero-thickness sheet overestimates the slab repulsion at every
`q > 0`, by at most `2πd/3`, and the excess tends to `2πd/3` as `q` tends to zero from above. -/
theorem sheet_overestimates {d : ℝ} (hd : 0 < d) :
    (∀ q, 0 < q → 0 < layerCoulomb q 0 - slabCoulomb q d ∧
      layerCoulomb q 0 - slabCoulomb q d ≤ 2 * Real.pi * (d / 3)) ∧
    Tendsto (fun q => layerCoulomb q 0 - slabCoulomb q d) (𝓝[>] 0)
      (𝓝 (2 * Real.pi * (d / 3))) := by
  simp only [sheet_sub_slab]
  refine ⟨fun q hq => ?_, (formFactor_slope hd).const_mul _⟩
  obtain ⟨h1, h2, _⟩ := formFactor_bounds hq hd
  refine ⟨mul_pos (by positivity) (div_pos (by linarith) hq), ?_⟩
  refine mul_le_mul_of_nonneg_left ?_ (by positivity)
  rw [div_le_iff₀ hq]
  linarith

end

end SlabScreening
```

```lean
#print axioms SlabScreening.sheet_overestimates
```

```
'SlabScreening.sheet_overestimates' depends on axioms: [propext, Classical.choice, Quot.sound]
```

**Q:** But the sheet is supposed to become exact at long wavelength.

**A:** In relative terms it does: the excess divided by 2π/q is 1 - F, which is at most qd/3. The absolute excess stays finite because 2π/q diverges at the same rate as 1 - F vanishes. Only the relative overestimate, 1 - F, is first order in qd.

**Q:** And a thick slab?

**A:** For qd ≫ 1 the closed form behaves as 2/(qd), so the slab repulsion approaches 4π/(q²d), the bulk Coulomb form divided by the thickness. That is a reading of the formula, not one of the theorems above.

**Q:** Where does this leave my exciton calculation?

**A:** In a Bethe-Salpeter model of a thin layer, the same kernel with opposite sign is the bare electron–hole attraction, so a sheet model overstates its strength at each q > 0, provided that both carriers are spread uniformly and independently over the thickness. Real carriers have non-uniform density profiles, which in general change the coefficient d/3. The dielectric response of the layer and its surroundings is absent here too, so the result concerns the interaction before screening and gives no exciton binding energy.
